# Linearly dependent auxiliary functions still give a unique fitted density

## Auxiliary functions, metric and coupling vector

Let $E$ be a real inner-product space, whose elements play the part of charge densities, and let $u_P$ be a finite family of elements of $E$, the auxiliary functions. The label $P$ runs over a finite set $\iota$. The family may contain linear dependencies, repeated members or the zero vector, and it may be empty.

In density fitting the inner product is usually the Coulomb one,

$$\langle g,h\rangle=\iint \frac{g(\mathbf r)\,h(\mathbf r')}{|\mathbf r-\mathbf r'|}\,d\mathbf r\,d\mathbf r',$$

and sometimes the overlap $\int g\,h\,d\mathbf r$. The argument uses only that the product is real, symmetric, bilinear and positive definite, so it treats both at once. In Lean these properties are carried by `NormedAddCommGroup E` and `InnerProductSpace ℝ E`. The space need not be complete or finite-dimensional. The Coulomb integral itself is not constructed in the file: to apply the theorems to it, one supplies a space of densities on which it is an inner product.

```lean
import Mathlib

open Matrix

namespace RedundantDensityFitting

noncomputable section

variable {ι E : Type*} [Fintype ι] [NormedAddCommGroup E] [InnerProductSpace ℝ E]
```

The matrix of inner products among the auxiliary functions is

$$V_{PQ}=\langle u_P,u_Q\rangle .$$

It is a Gram matrix, called the metric in density fitting. With the Coulomb product its entries are the two-centre integrals $(P|Q)$. Nothing is assumed about its determinant.

```lean
/-- The metric (Gram) matrix `V` of the auxiliary functions `u`. -/
def metric (u : ι → E) : Matrix ι ι ℝ :=
  Matrix.of fun P Q => inner ℝ (u P) (u Q)
```

For a density $h$, the coupling vector $b(h)$ has the components

$$b_P(h)=\langle u_P,h\rangle .$$

The density to be fitted is called $f$, and $b$ without an argument means $b(f)$. If $f$ is a product of two orbital basis functions and the Coulomb product is used, $b_P$ is a three-centre integral $(P|\mu\nu)$.

```lean
/-- The vector `b` of inner products of the auxiliary functions with a density `f`. -/
def coupling (u : ι → E) (f : E) : ι → ℝ :=
  fun P => inner ℝ (u P) f
```

Coefficients $c_P$ expand to the density

$$\tilde f_c=\sum_P c_P\,u_P ,$$

which is `fit u c` in Lean. The coefficients and the density they build are kept apart, because with a redundant set many coefficient vectors build the same density.

```lean
/-- The density expanded in the auxiliary functions with coefficients `c`. -/
def fit (u : ι → E) (c : ι → ℝ) : E :=
  ∑ P, c P • u P
```

The fitting equations are $Vc=b$. They arise from minimising the squared error

$$\Big\|f-\sum_P c_Pu_P\Big\|^2=\langle f,f\rangle-2\,b^{\mathsf T}c+c^{\mathsf T}Vc ,$$

whose gradient with respect to $c$ is $2(Vc-b)$. The theorems take the equations as their starting point. In the code, `metric u *ᵥ c = coupling u f` is $Vc=b$, with `*ᵥ` for a matrix acting on a vector and `⬝ᵥ` for the dot product of two vectors.

## Inner products with an expanded density

Pair any density $h$ with an expansion. Linearity in the second argument and symmetry give

$$\langle h,\tilde f_c\rangle=\sum_Q c_Q\langle h,u_Q\rangle=\sum_Q \langle u_Q,h\rangle\,c_Q=b(h)^{\mathsf T}c .$$

```lean
/-- The inner product of a density `h` with an expanded density is the coupling vector of `h`
contracted with the expansion coefficients. -/
theorem inner_fit (u : ι → E) (h : E) (c : ι → ℝ) :
    inner ℝ h (fit u c) = coupling u h ⬝ᵥ c := by
  simp only [fit, coupling, dotProduct, inner_sum, inner_smul_right]
  refine Finset.sum_congr rfl fun Q _ => ?_
  rw [mul_comm, real_inner_comm]
```

The `simp only` call unfolds the definitions and moves the sum and the coefficients out of the inner product. The two sums are then compared term by term, where `real_inner_comm` supplies the symmetry.

For $h=f$ this reads $b^{\mathsf T}c=\langle f,\tilde f_c\rangle$. The number $b^{\mathsf T}c$ therefore depends on $c$ only through the density that $c$ builds.

Next, take the coupling vector of an expansion:

$$b_P(\tilde f_c)=\Big\langle u_P,\sum_Q c_Qu_Q\Big\rangle=\sum_Q V_{PQ}\,c_Q=(Vc)_P .$$

```lean
/-- The coupling vector of an expanded density is the metric matrix applied to its
coefficients. -/
theorem coupling_fit (u : ι → E) (c : ι → ℝ) :
    coupling u (fit u c) = metric u *ᵥ c := by
  funext P
  simp only [coupling, metric, fit, Matrix.mulVec, dotProduct, Matrix.of_apply,
    inner_sum, inner_smul_right]
  exact Finset.sum_congr rfl fun Q _ => mul_comm _ _
```

So $Vc=b$ says that $\tilde f_c$ and $f$ have the same inner product with every auxiliary function. The proof checks the identity for each component $P$, which is what `funext P` introduces.

## Null vectors of the metric are linear dependencies

Suppose $Vd=0$. The two identities above give

$$\|\tilde f_d\|^2=\langle\tilde f_d,\tilde f_d\rangle=b(\tilde f_d)^{\mathsf T}d=(Vd)^{\mathsf T}d=0 ,$$

and positive definiteness forces $\tilde f_d=0$. Conversely, if $\sum_P d_Pu_P=0$, then $Vd=b(\tilde f_d)=b(0)=0$. Hence

$$Vd=0\quad\Longleftrightarrow\quad\sum_P d_P\,u_P=0 .$$

```lean
/-- The null vectors of the metric matrix are exactly the linear dependencies among the
auxiliary functions. -/
theorem metric_mulVec_eq_zero_iff (u : ι → E) (d : ι → ℝ) :
    metric u *ᵥ d = 0 ↔ fit u d = 0 := by
  constructor
  · intro h
    -- the squared norm of the expanded density is the quadratic form of `V`
    have h0 : inner ℝ (fit u d) (fit u d) = 0 := by
      rw [inner_fit, coupling_fit, h, zero_dotProduct]
    exact inner_self_eq_zero.mp h0
  · intro h
    rw [← coupling_fit, h]
    funext P
    simp [coupling]
```

The first half of the proof rewrites the squared norm exactly as in the displayed line and finishes with `inner_self_eq_zero`, the positive definiteness of the inner product. The second half uses `coupling_fit` from right to left.

In a calculation, this is why diagonalising $V$ reveals redundancy in the auxiliary basis. For a normalised eigenvector $d$ with eigenvalue $\lambda$, the combination $\sum_P d_Pu_P$ has squared norm $d^{\mathsf T}Vd=\lambda$. An eigenvalue of zero marks an exact dependency, and a very small one marks a combination that nearly vanishes in the chosen metric.

## A solution from orthogonal projection

A singular linear system can be inconsistent, so solvability needs an argument. Let $S$ be the span of the $u_P$. It is finite-dimensional, and therefore has a finite orthonormal basis $e_k$. Put

$$w=\sum_k\langle e_k,f\rangle\,e_k .$$

Then $w$ lies in $S$, and $\langle e_k,f-w\rangle=0$ for every $k$, so $f-w$ is orthogonal to all of $S$. Because $w$ lies in the span, there are coefficients with $w=\sum_Q c_Qu_Q$. They need not be unique. Orthogonality to each $u_P$ gives

$$0=\langle u_P,f-w\rangle=b_P-\langle u_P,w\rangle=b_P-(Vc)_P ,$$

which is $Vc=b$.

```lean
/-- The fitting equations `V c = b` have a solution for every finite auxiliary set and every
density. -/
theorem fitting_solvable (u : ι → E) (f : E) :
    ∃ c : ι → ℝ, metric u *ᵥ c = coupling u f := by
  have : FiniteDimensional ℝ (Submodule.span ℝ (Set.range u)) :=
    FiniteDimensional.span_of_finite ℝ (Set.finite_range u)
  have : CompleteSpace (Submodule.span ℝ (Set.range u)) :=
    FiniteDimensional.complete ℝ _
  -- project the density onto the span of the auxiliary functions
  obtain ⟨w, hw, hort⟩ :=
    Submodule.HasOrthogonalProjection.exists_orthogonal
      (K := Submodule.span ℝ (Set.range u)) f
  obtain ⟨c, hc⟩ := (Submodule.mem_span_range_iff_exists_fun ℝ).mp hw
  refine ⟨c, ?_⟩
  rw [← coupling_fit]
  funext P
  have hP := (Submodule.mem_orthogonal _ _).mp hort (u P)
    (Submodule.subset_span ⟨P, rfl⟩)
  rw [inner_sub_right, ← hc] at hP
  change inner ℝ (u P) (∑ Q, c Q • u Q) = inner ℝ (u P) f
  linarith
```

Lean takes the projection from Mathlib instead of building an orthonormal basis. The two `have` lines at the start record that the span is finite-dimensional and hence complete, which is what the projection theorem requires. The first `obtain` produces $w$ together with its orthogonality property, and the second produces the coefficients. The remaining lines are the last display, for one $P$ at a time.

The right-hand side matters here. For singular $V$ there are vectors that $V$ cannot reach, but a vector of inner products $\langle u_P,f\rangle$ is never one of them. In a program, this consistency relies on $b$ and $V$ being computed with the same inner product and the same auxiliary functions. Integral screening and rounding can spoil it slightly, and a small eigenvalue of $V$ then amplifies the error in the coefficients.

## Different coefficients, one fitted density

Let $Vc=b$. If also $Vc'=b$, then $V(c'-c)=0$. The difference is a linear dependency, so

$$0=\sum_P(c'_P-c_P)\,u_P=\tilde f_{c'}-\tilde f_c .$$

In the other direction, if $\tilde f_{c'}=\tilde f_c$, then $Vc'=b(\tilde f_{c'})=b(\tilde f_c)=Vc=b$. The solutions are thus precisely the coefficient vectors that build this one density.

```lean
/-- Given one solution of the fitting equations, another coefficient vector is a solution
exactly when it expands to the same density. -/
theorem solution_iff_same_fit (u : ι → E) (f : E) (c c' : ι → ℝ)
    (hc : metric u *ᵥ c = coupling u f) :
    metric u *ᵥ c' = coupling u f ↔ fit u c' = fit u c := by
  constructor
  · intro hc'
    -- the difference of two solutions is a null vector of the metric
    have h0 : fit u (c' - c) = 0 := by
      rw [← metric_mulVec_eq_zero_iff, Matrix.mulVec_sub, hc, hc', sub_self]
    have h1 : fit u (c' - c) = fit u c' - fit u c := by
      simp [fit, sub_smul, Finset.sum_sub_distrib]
    exact sub_eq_zero.mp (h1.symm.trans h0)
  · intro h
    rw [← coupling_fit, h, coupling_fit, hc]
```

The hypothesis `hc` states that `c` is a solution; nothing is assumed about `c'`. In the forward direction, `h0` is the vanishing expansion of the difference and `h1` is the linearity of the expansion.

Now the parts combine. A solution exists. Any two solutions $c$ and $c'$ satisfy $\tilde f_c=\tilde f_{c'}$, and therefore

$$b^{\mathsf T}c=\langle f,\tilde f_c\rangle=\langle f,\tilde f_{c'}\rangle=b^{\mathsf T}c' .$$

```lean
/-- Density fitting with a possibly redundant auxiliary set: the equations `V c = b` are
solvable, and all solutions give the same fitted density and the same value of `bᵀ c`. -/
theorem redundant_density_fitting (u : ι → E) (f : E) :
    (∃ c : ι → ℝ, metric u *ᵥ c = coupling u f) ∧
    ∀ c c' : ι → ℝ, metric u *ᵥ c = coupling u f → metric u *ᵥ c' = coupling u f →
      fit u c = fit u c' ∧ coupling u f ⬝ᵥ c = coupling u f ⬝ᵥ c' := by
  refine ⟨fitting_solvable u f, fun c c' hc hc' => ?_⟩
  have h : fit u c = fit u c' := (solution_iff_same_fit u f c' c hc').mp hc
  exact ⟨h, by rw [← inner_fit, ← inner_fit, h]⟩
```

Read in words, the theorem says: for every finite family `u` and every density `f`, some `c` solves the fitting equations, and whenever `c` and `c'` both solve them, the fitted densities agree and so do the numbers `coupling u f ⬝ᵥ c` and `coupling u f ⬝ᵥ c'`. There is no hypothesis on the rank of $V$. The last line of the proof turns both dot products into inner products with `inner_fit` and inserts the equality of the two densities.

For Hartree–Fock or Kohn–Sham calculations in which $f$ is the electron density and the Coulomb metric is used, $\tfrac12 b^{\mathsf T}c$ is, in atomic units, the density-fitted classical Coulomb repulsion energy of the electron density with itself; in exact arithmetic and for a finite auxiliary set, it does not depend on which solution the linear solver returns. The individual coefficients do depend on that choice, so a quantity read off from them directly, such as a charge assigned to an atom by summing over its own auxiliary functions, can change from one solution to another.

The equations treated here are the unconstrained ones. A fit that also imposes, for example, the total charge through a Lagrange multiplier solves a different linear system.

## Fitted two-electron integrals

Let $c$ solve the equations for $f$, and let $d$ be any coefficient vector. Then

$$b^{\mathsf T}d=(Vc)^{\mathsf T}d=b(\tilde f_c)^{\mathsf T}d=\langle\tilde f_c,\tilde f_d\rangle .$$

```lean
/-- If `c` solves the fitting equations for `f`, then contracting the coupling vector of `f`
with any coefficients `d` gives the inner product of the two expanded densities. -/
theorem coupling_dot_eq_inner_fits (u : ι → E) (f : E) (c d : ι → ℝ)
    (hc : metric u *ᵥ c = coupling u f) :
    coupling u f ⬝ᵥ d = inner ℝ (fit u c) (fit u d) := by
  rw [inner_fit, coupling_fit, hc]
```

The proof rewrites the right-hand side with the two pairing identities and then uses the fitting equations. Choosing $d=c$ gives $b^{\mathsf T}c=\|\tilde f_c\|^2$, so this number is never negative.

Take the Coulomb metric. If $f$ is the orbital product $\mu\nu$ and $d$ solves the fitting equations for a second product $\lambda\sigma$, then $b^{\mathsf T}d$ is the density-fitted approximation to the integral $(\mu\nu|\lambda\sigma)$. A code can thus fit one side only and contract with the three-centre integrals of the other: the result equals the interaction of the two fitted densities.

## Solving with a generalised inverse

When $V$ has no inverse, let $G$ be any matrix with $VGV=V$. Take a solution $c$, which exists by the projection argument. Then

$$V(Gb)=VG(Vc)=(VGV)c=Vc=b ,$$

so $Gb$ is itself a solution.

```lean
/-- Any generalised inverse `G` of the metric matrix, meaning `V G V = V`, gives a solution
`G b` of the fitting equations. -/
theorem generalized_inverse_solves (u : ι → E) (f : E) (G : Matrix ι ι ℝ)
    (hG : metric u * G * metric u = metric u) :
    metric u *ᵥ (G *ᵥ coupling u f) = coupling u f := by
  -- the coupling vector lies in the range of the metric
  obtain ⟨c, hc⟩ := fitting_solvable u f
  rw [← hc, Matrix.mulVec_mulVec, Matrix.mulVec_mulVec, hG]
```

The condition `hG` is the only demand on $G$, which need be neither symmetric nor unique. The proof replaces $b$ by $Vc$, gathers the matrices into one product and applies `hG`. Together with the uniqueness of the fitted density, this makes $b^{\mathsf T}Gb$ the same number for every admissible $G$.

A common choice in programs is the pseudo-inverse obtained from the eigenvalues $\lambda_k$ and orthonormal eigenvectors $x_k$ of $V$,

$$G=\sum_{\lambda_k>\tau}\lambda_k^{-1}\,x_kx_k^{\mathsf T} ,$$

with a threshold $\tau\ge 0$. If only zero eigenvalues are left out, then $VGV=V$ holds. If the threshold also removes small positive eigenvalues, the condition fails, and the outcome is a fit in a smaller space, which in general gives a different density. The change need not be small: it is the part of the full fit that lies along the removed combinations, and a small eigenvalue does not limit its size. Another route is a pivoted Cholesky factorisation, which selects a linearly independent subset of the auxiliary functions. If that subset has the same span as the full set, solving for its coefficients and setting the others to zero gives the same fitted density.

## One auxiliary function listed twice

The smallest instructive case takes $E=\mathbb R$ with ordinary multiplication as the inner product, and lists the unit vector twice: $u_0=u_1=1$.

```lean
/-- An auxiliary set on the real line that contains the same unit vector twice. -/
def duplicated : Fin 2 → ℝ := fun _ => 1
```

For $f=3$ the metric and the coupling vector are

$$V=\begin{pmatrix}1&1\\1&1\end{pmatrix},\qquad b=\begin{pmatrix}3\\3\end{pmatrix}.$$

The determinant is $1\cdot1-1\cdot1=0$. Both rows of $Vc=b$ read $c_0+c_1=3$, so $(3,0)$ and $(0,3)$ are solutions. Each builds the density $3$, and each gives $b^{\mathsf T}c=9$. Their difference $(-3,3)$ is a null vector of $V$, and it expands to $-3+3=0$.

For the generalised inverse take $G=\tfrac14V$. Since $V^2=2V$, we have $V^3=4V$, and so $VGV=\tfrac14V^3=V$. The solution it delivers is $Gb=(\tfrac32,\tfrac32)$, which shares the weight equally between the two copies.

```lean
/-- For the duplicated set the metric is singular, the matrix with all entries `1/4` is a
generalised inverse, and `(3, 0)` and `(0, 3)` both solve the fitting equations for `f = 3`. -/
theorem duplicated_witness :
    (metric duplicated).det = 0 ∧
    metric duplicated * !![1/4, 1/4; 1/4, 1/4] * metric duplicated = metric duplicated ∧
    metric duplicated *ᵥ ![3, 0] = coupling duplicated (3 : ℝ) ∧
    metric duplicated *ᵥ ![0, 3] = coupling duplicated (3 : ℝ) := by
  have hV : metric duplicated = !![1, 1; 1, 1] := by
    ext i j
    fin_cases i <;> fin_cases j <;> simp [metric, duplicated]
  have hb : coupling duplicated (3 : ℝ) = ![3, 3] := by
    ext i
    fin_cases i <;> simp [coupling, duplicated]
  rw [hV, hb]
  refine ⟨?_, ?_, ?_, ?_⟩
  · norm_num [Matrix.det_fin_two]
  · ext i j
    fin_cases i <;> fin_cases j <;> norm_num [Matrix.mul_apply, Fin.sum_univ_two]
  · ext i
    fin_cases i <;> simp [Matrix.mulVec, dotProduct, Fin.sum_univ_two]
  · ext i
    fin_cases i <;> simp [Matrix.mulVec, dotProduct, Fin.sum_univ_two]

end

end RedundantDensityFitting
```

The theorem records four facts: the zero determinant, the identity $VGV=V$, and the two solutions. Its proof first computes $V$ and $b$ explicitly as `hV` and `hb`, then checks each claim entry by entry. The same example makes a convenient test of a fitting program: duplicate one auxiliary function, and compare fitted densities and energies before and after, not coefficients.

```lean
#print axioms RedundantDensityFitting.redundant_density_fitting
#print axioms RedundantDensityFitting.coupling_dot_eq_inner_fits
#print axioms RedundantDensityFitting.generalized_inverse_solves
```

```
'RedundantDensityFitting.redundant_density_fitting' depends on axioms: [propext, Classical.choice, Quot.sound]
'RedundantDensityFitting.coupling_dot_eq_inner_fits' depends on axioms: [propext, Classical.choice, Quot.sound]
'RedundantDensityFitting.generalized_inverse_solves' depends on axioms: [propext, Classical.choice, Quot.sound]
```
